# Two FFTs of 5M log₂ M operations each, with M = 48N/π grid points, cost less than a dense matrix-vector product of 8N² operations exactly when the integer N is at least 225

## From which basis size do two FFTs win?

Let $N$ be the number of plane waves in a basis and $M = 48N/\pi$ the nominal number of FFT grid points. I count $5M\log_2 M$ operations for one FFT and $8N^2$ for a dense complex matrix-vector product. Applying a local potential takes two FFTs, one to real space and one back, so I compare $10M\log_2 M$ with $8N^2$. The FFTs seem to become cheaper at exactly $N = 225$, with no exceptions among small bases. Can this be proved properly, in a form that Lean checks?

## The crossover lies between 224 and 225

Yes. The grid size $M$ is kept as a real number and is not rounded to an integer. The constants stand for the following:

- **$48/\pi$**: the plane waves fill a sphere of radius $G$ in reciprocal space. Differences of two such wavevectors reach length $2G$, so for a cell with perpendicular axes I take a grid that covers a cube of side $4G$. At a density $\rho$ of reciprocal-lattice points, $N = \rho\,\tfrac43\pi G^3$ and $M = \rho\,(4G)^3 = 64\rho G^3$, hence $M = 48N/\pi$.
- **$5M\log_2 M$**: a radix-2 FFT has $\tfrac12 M\log_2 M$ butterflies of 10 real operations each.
- **$8N^2$**: each of the $N^2$ complex multiply-adds takes 8 real operations.

### One sign and one decreasing ratio

Inserting $M = 48N/\pi$ into the cost difference gives

$$8N^2 - 10M\log_2 M = 8N^2 - \frac{480N}{\pi}\log_2 M = \frac{8N}{\pi}\left(\pi N - 60\log_2 M\right).$$

For $N>0$ the FFTs are therefore cheaper exactly when $\pi N > 60\log_2 M$.

To see that the sign changes only once, let $R(N)$ be the FFT cost divided by the dense cost. With $N = \pi M/48$,

$$R(N) = \frac{10M\log_2 M}{8N^2} = \frac{2880}{\pi^2\ln 2}\,\frac{\ln M}{M}.$$

The derivative of $\ln x/x$ is $(1-\ln x)/x^2$, which is not positive for $x\ge e$. If $N\ge1$, then $M\ge 48/\pi\ge 12>e$, because $\pi\le4$. So $R$ never increases from $N=1$ upwards, and two values of $N$ decide everything.

**At $N=225$:** since $\pi>3.1415$, we have $M = 10800/\pi < 3438$. As $3438^4<2^{47}$, it follows that $\log_2 M<47/4$ and $60\log_2 M<705$. But $225\pi>706$, so the FFTs are cheaper and $R(225)<1$.

**At $N=224$:** since $\pi<3.1416$, we have $M = 10752/\pi>3422$. As $3422^{15}>2^{176}$, it follows that $\log_2 M>176/15$ and $60\log_2 M>704$. But $224\pi<704$, so the dense product is cheaper and $R(224)>1$.

For $1\le N\le224$ we get $R(N)\ge R(224)>1$, and for $N\ge225$ we get $R(N)\le R(225)<1$. This is the equivalence. Moreover, $\ln M/M\to0$ as $M\to\infty$, so $R(N)\to0$ for large bases.

### What the Lean theorems say

The main theorem, `fft_cheaper_iff`, takes a natural number `N` with `0 < N` and states that `2 * fftCost (gridSize N) < denseCost N` holds if and only if `225 ≤ N`. The functions `gridSize`, `fftCost` and `denseCost` are $48N/\pi$, $5M\log_2 M$ and $8N^2$ on real numbers; `N` is converted to a real number when it enters them. `Real.logb 2` is the logarithm to base 2, and `costRatio` is $R$.

The theorem `gridSize_of_cutoff` confirms the factor $48/\pi$ from the two volumes. `costRatio_antitone` states that $R$ never increases on the real interval $[1,\infty)$, and `costRatio_tendsto_zero` gives its limit.

The operation counts are definitions, not derived from an algorithm. The model replaces lattice-point counts by volumes, and it leaves out rounding to FFT-friendly grid dimensions, the pointwise multiplication by the potential, and memory traffic. For plane-wave electronic-structure calculations with such a cubic grid in reciprocal space, the result locates the crossover between applying a local potential by FFTs and by a stored matrix in nominal operation counts, not in run time.

```lean
import Mathlib

open Real Filter Topology

namespace PlaneWaveFFTCrossover

noncomputable section

/-- Nominal number of FFT grid points, `M = 48 N / π`, for `N` plane waves. -/
def gridSize (N : ℝ) : ℝ := 48 * N / π

/-- Nominal operation count `5 M log₂ M` of one FFT on `M > 0` grid points. -/
def fftCost (M : ℝ) : ℝ := 5 * M * Real.logb 2 M

/-- Nominal operation count `8 N²` of a dense complex matrix-vector product. -/
def denseCost (N : ℝ) : ℝ := 8 * N ^ 2

/-- Cost of two FFTs divided by the cost of the dense product, for basis size `N > 0`. -/
def costRatio (N : ℝ) : ℝ := 2 * fftCost (gridSize N) / denseCost N

/-- At a density `ρ` of reciprocal-lattice points, a cube of side `4 G` holds the nominal
grid size that belongs to the number of plane waves in a sphere of radius `G`. -/
theorem gridSize_of_cutoff (ρ G : ℝ) :
    gridSize (ρ * (4 / 3 * π * G ^ 3)) = ρ * (4 * G) ^ 3 := by
  have hπ : π ≠ 0 := Real.pi_ne_zero
  unfold gridSize
  rw [div_eq_iff hπ]
  ring

/-- The operations saved by two FFTs over the dense product, in factorised form. -/
theorem cost_difference (N : ℝ) :
    denseCost N - 2 * fftCost (gridSize N)
      = 8 * N / π * (π * N - 60 * Real.logb 2 (gridSize N)) := by
  have hπ : π * π⁻¹ = 1 := mul_inv_cancel₀ Real.pi_ne_zero
  unfold denseCost fftCost
  generalize Real.logb 2 (gridSize N) = L
  unfold gridSize
  simp only [div_eq_mul_inv]
  linear_combination (-8 * N ^ 2) * hπ

/-- For a positive basis size the cost ratio is a constant times `log M / M`,
with `M` the nominal grid size. -/
theorem costRatio_eq {N : ℝ} (hN : 0 < N) :
    costRatio N
      = 2880 / (π ^ 2 * Real.log 2) * (Real.log (gridSize N) / gridSize N) := by
  have hπ : π ≠ 0 := Real.pi_ne_zero
  have hl : Real.log 2 ≠ 0 := (Real.log_pos (by norm_num)).ne'
  have hN' : N ≠ 0 := hN.ne'
  unfold costRatio fftCost denseCost Real.logb
  generalize Real.log (gridSize N) = L
  unfold gridSize
  field_simp
  ring

/-- From one plane wave upwards, the cost of two FFTs relative to the dense product
never increases with the basis size. -/
theorem costRatio_antitone : AntitoneOn costRatio (Set.Ici 1) := by
  intro a ha b hb hab
  have ha1 : (1 : ℝ) ≤ a := ha
  have hb1 : (1 : ℝ) ≤ b := hb
  have hl : 0 < Real.log 2 := Real.log_pos (by norm_num)
  -- every such grid lies in the range where log M / M decreases
  have large : ∀ x : ℝ, 1 ≤ x → Real.exp 1 ≤ gridSize x := by
    intro x hx
    have h12 : 12 ≤ gridSize x := by
      unfold gridSize
      rw [le_div_iff₀ Real.pi_pos]
      linarith [Real.pi_le_four]
    linarith [Real.exp_one_lt_d9]
  have hM : gridSize a ≤ gridSize b := by
    unfold gridSize
    gcongr
  have h := Real.log_div_self_antitoneOn (large a ha1) (large b hb1) hM
  rw [costRatio_eq (by linarith), costRatio_eq (by linarith)]
  exact mul_le_mul_of_nonneg_left h (by positivity)

/-- With 225 plane waves, two FFTs cost less than the dense product. -/
theorem fft_cheaper_at_225 : 2 * fftCost (gridSize 225) < denseCost 225 := by
  have hl : 0 < Real.log 2 := Real.log_pos (by norm_num)
  have h0 : 0 < gridSize 225 := by unfold gridSize; positivity
  have hM : gridSize 225 < 3438 := by
    unfold gridSize
    rw [div_lt_iff₀ Real.pi_pos]
    linarith [Real.pi_gt_d4]
  -- an integer power comparison bounds the logarithm
  have hp : gridSize 225 ^ 4 < (2 : ℝ) ^ 47 :=
    calc gridSize 225 ^ 4 < 3438 ^ 4 := by gcongr
      _ < 2 ^ 47 := by norm_num
  have h := Real.log_lt_log (by positivity) hp
  rw [Real.log_pow, Real.log_pow] at h
  push_cast at h
  have hL : Real.logb 2 (gridSize 225) < 47 / 4 := by
    unfold Real.logb
    rw [div_lt_iff₀ hl]
    linarith
  have hpos : 0 < 8 * 225 / π * (π * 225 - 60 * Real.logb 2 (gridSize 225)) :=
    mul_pos (by positivity) (by linarith [Real.pi_gt_d4])
  linarith [cost_difference 225]

/-- With 224 plane waves, the dense product costs less than two FFTs. -/
theorem dense_cheaper_at_224 : denseCost 224 < 2 * fftCost (gridSize 224) := by
  have hl : 0 < Real.log 2 := Real.log_pos (by norm_num)
  have hM : 3422 < gridSize 224 := by
    unfold gridSize
    rw [lt_div_iff₀ Real.pi_pos]
    linarith [Real.pi_lt_d4]
  have hp : (2 : ℝ) ^ 176 < gridSize 224 ^ 15 :=
    calc (2 : ℝ) ^ 176 < 3422 ^ 15 := by norm_num
      _ < gridSize 224 ^ 15 := by gcongr
  have h := Real.log_lt_log (by positivity) hp
  rw [Real.log_pow, Real.log_pow] at h
  push_cast at h
  have hL : 176 / 15 < Real.logb 2 (gridSize 224) := by
    unfold Real.logb
    rw [lt_div_iff₀ hl]
    linarith
  have hneg : 8 * 224 / π * (π * 224 - 60 * Real.logb 2 (gridSize 224)) < 0 :=
    mul_neg_of_pos_of_neg (by positivity) (by linarith [Real.pi_lt_d4])
  linarith [cost_difference 224]

/-- For a positive integer number `N` of plane waves, two FFTs on the nominal grid cost
less than the dense matrix-vector product exactly when `N` is at least 225. -/
theorem fft_cheaper_iff (N : ℕ) (hN : 0 < N) :
    2 * fftCost (gridSize N) < denseCost N ↔ 225 ≤ N := by
  have hN1 : (1 : ℝ) ≤ N := by exact_mod_cast hN
  have ratio : ∀ x : ℝ, 1 ≤ x →
      (costRatio x < 1 ↔ 2 * fftCost (gridSize x) < denseCost x) := by
    intro x hx
    have hd : 0 < denseCost x := by unfold denseCost; positivity
    exact div_lt_one hd
  constructor
  · intro h
    by_contra hlt
    have hle : (N : ℝ) ≤ 224 := by
      have h' : N ≤ 224 := by omega
      exact_mod_cast h'
    -- a gain at N would persist up to 224
    have hmono := costRatio_antitone (Set.mem_Ici.mpr hN1)
      (Set.mem_Ici.mpr (by norm_num : (1 : ℝ) ≤ 224)) hle
    have h224 := (ratio 224 (by norm_num)).mp
      (lt_of_le_of_lt hmono ((ratio N hN1).mpr h))
    linarith [dense_cheaper_at_224]
  · intro h
    have hge : (225 : ℝ) ≤ N := by exact_mod_cast h
    have hmono := costRatio_antitone
      (Set.mem_Ici.mpr (by norm_num : (1 : ℝ) ≤ 225)) (Set.mem_Ici.mpr hN1) hge
    exact (ratio N hN1).mp
      (lt_of_le_of_lt hmono ((ratio 225 (by norm_num)).mpr fft_cheaper_at_225))

/-- As the basis grows without bound, the cost of two FFTs becomes negligible relative
to the cost of the dense product. -/
theorem costRatio_tendsto_zero : Tendsto costRatio atTop (𝓝 0) := by
  have hgrid : Tendsto gridSize atTop atTop := by
    have h : Tendsto (fun N : ℝ => 48 / π * N) atTop atTop :=
      Tendsto.const_mul_atTop (by positivity) tendsto_id
    refine h.congr fun N => ?_
    unfold gridSize
    ring
  have hlog : Tendsto (fun x : ℝ => Real.log x / x) atTop (𝓝 0) :=
    Real.isLittleO_log_id_atTop.tendsto_div_nhds_zero
  have h := (hlog.comp hgrid).const_mul (2880 / (π ^ 2 * Real.log 2))
  rw [mul_zero] at h
  refine h.congr' ?_
  filter_upwards [eventually_gt_atTop (0 : ℝ)] with N hN
  exact (costRatio_eq hN).symm

end

end PlaneWaveFFTCrossover
```

```lean
#print axioms PlaneWaveFFTCrossover.gridSize_of_cutoff
#print axioms PlaneWaveFFTCrossover.fft_cheaper_iff
#print axioms PlaneWaveFFTCrossover.costRatio_tendsto_zero
```

```
'PlaneWaveFFTCrossover.gridSize_of_cutoff' depends on axioms: [propext, Classical.choice, Quot.sound]
'PlaneWaveFFTCrossover.fft_cheaper_iff' depends on axioms: [propext, Classical.choice, Quot.sound]
'PlaneWaveFFTCrossover.costRatio_tendsto_zero' depends on axioms: [propext, Classical.choice, Quot.sound]
```

### How the Lean proof reaches the threshold

`cost_difference` proves the factorised difference. It replaces the logarithm by a letter `L`, since only algebra is needed, and `linear_combination` finishes with $\pi\pi^{-1}=1$. `costRatio_eq` rewrites the ratio as the constant times $\ln M/M$; `field_simp` clears the denominators and `ring` compares the two sides.

In `costRatio_antitone`, the auxiliary statement `large` shows that $M\ge12>e$. Mathlib's `Real.log_div_self_antitoneOn` then supplies the decrease of $\ln x/x$, and multiplication by the positive constant carries it over to $R$.

`fft_cheaper_at_225` and `dense_cheaper_at_224` follow the two numerical estimates above. In each, the `calc` block compares integer powers, `Real.log_lt_log` and `Real.log_pow` turn this into a bound on the logarithm, and `linarith` combines the sign of the factorised expression with `cost_difference`.

In `fft_cheaper_iff`, the auxiliary statement `ratio` translates between $R<1$ and the inequality of costs, using that the dense cost is positive. For the forward direction, suppose that the FFTs are cheaper at some $N\le224$. Monotonicity would then make them cheaper at 224 as well, which contradicts `dense_cheaper_at_224`. For the reverse direction, monotonicity carries the gain at 225 to every larger $N$.

Finally, `costRatio_tendsto_zero` composes the limit $\ln x/x\to0$ with $M\to\infty$ and multiplies by the constant. The formula from `costRatio_eq` requires $N>0$, which holds eventually as $N$ grows.
